# For N Ising spins with mean m and k ≥ 1, the energy N m^k projects to k!/N^(k−1) on every k-site cluster and to zero on every larger one

## Does the projection depend on how spread out the cluster is?

A distance cutoff can ruin the cluster expansion of an energy that depends on composition alone. Take \(N\) spins of value \(1\) or \(-1\) with mean \(m\), and the energy \(N m^2\). If I expand it in products of spins and keep the constant term and only the pairs within a cutoff, with their coefficients unchanged and \(z < N-1\) partners per site, the fully aligned state gets energy \(1+z\) instead of \(N\).

The reason seems to be that distant pairs count as much as near ones. More generally, for \(k \ge 1\), let the projection of an energy on a cluster be the equal-weight average, over all configurations, of the energy times the product of the cluster's spins. I believe that the projection of \(N m^k\) on a cluster of \(k\) sites is \(k!/N^{k-1}\) wherever those sites lie, and that it vanishes on every larger cluster. Can this be made rigorous and checked by machine, with the derivation spelled out?

## No: each site of the cluster is used once, in any order

Both claims hold, and the proof needs no lattice geometry. Write \(s_i = \pm 1\) for the spin on site \(i\) in a configuration \(\sigma\), \(M = \sum_i s_i\) for the total spin, and \(m = M/N\). For a set of sites \(S\) with \(|S|\) elements, define the cluster function and the projection of an energy \(F\) by

\[
\Phi_S(\sigma) = \prod_{i\in S} s_i, \qquad
P_S(F) = 2^{-N}\sum_\sigma F(\sigma)\,\Phi_S(\sigma).
\]

**The constant energy.** The sum over configurations factorises into one sum per site:

\[
P_S(1) = 2^{-N}\prod_{i\in S}(1-1)\prod_{i\notin S}(1+1).
\]

This is \(1\) for the empty cluster and \(0\) for every other.

**One more spin.** Let \(T_iS\) be \(S\) with site \(i\) removed if it was present and added if it was absent. Since \(s_i^2=1\), we have \(s_i\Phi_S=\Phi_{T_iS}\) in both cases. Hence \(M^{k+1}\Phi_S = M^k\sum_i s_i\Phi_S = \sum_i M^k\Phi_{T_iS}\), and averaging over configurations gives

\[
P_S(M^{k+1}) = \sum_i P_{T_iS}(M^k).
\]

**Larger clusters.** If \(|S|>k\), then \(P_S(M^k)=0\). For \(k=0\) the cluster is nonempty, so the constant energy projects to zero. For the step, let \(|S|>k+1\). Every \(T_iS\) has at least \(|S|-1>k\) sites, so every term of the recursion vanishes.

**Clusters of exactly \(k\) sites.** If \(|S|=k\), then \(P_S(M^k)=k!\). For \(k=0\) the cluster is empty and the value is \(1\). For the step, let \(|S|=k+1\). A site \(i\in S\) leaves a cluster of \(k\) sites and contributes \(k!\). A site \(i\notin S\) gives a cluster of \(k+2\) sites and contributes zero. The sum is \((k+1)\,k!=(k+1)!\).

**Rescaling.** Since \(N m^k = N^{1-k}M^k\), the projection of \(N m^k\) is \(k!/N^{k-1}\) for \(|S|=k\) and zero for \(|S|>k\).

Two further results follow. Each step of the recursion lowers the power by one and changes the cluster size by one, so the parity of \(|S|+k\) is preserved. If it is odd, the recursion ends at power zero with clusters of odd size, which are nonempty, and the projection vanishes. For an energy \(N\sum_{j=0}^k a_j m^j\) with \(k\ge1\), linearity and the vanishing of the lower powers leave \(a_k\,k!/N^{k-1}\) on a cluster of \(k\) sites.

## Sites without positions, configurations with equal weight

In the Lean file, the sites form a finite type `ι`, and \(N\) is `Fintype.card ι`. A configuration is a function `σ : ι → Bool`, where `spin` turns `true` into \(1\) and `false` into \(-1\); these stand for the two species of a binary alloy. A cluster is a `Finset ι`, and `clusterFn`, `totalSpin`, `meanSpin` and `toggle` are \(\Phi_S\), \(M\), \(m\) and \(T_iS\). Because `ι` carries no distances or neighbours, a statement about every `S` covers compact and spread-out clusters alike.

The main theorem, `projection_meanField`, takes a natural number `k` with `1 ≤ k` and any cluster `S`. It makes two statements: if `S.card = k`, the projection of \(N m^k\) is \(k!/N^{k-1}\), and if `k < S.card`, it is zero. There is no hypothesis \(N\ge1\), because either condition on `S` already requires a site. The smallest case is one site with \(k=1\), where the projection is \(1\).

The definition `projection`, together with the factor \(N\) written into the energies of the theorems, fixes three conventions:

- All \(2^N\) configurations have equal weight, so the average is not taken at fixed composition.
- The energy is that of the whole system, not the energy per site.
- The value belongs to a single cluster, not to a sum over symmetry-equivalent ones.

The form \(N m^k\) is assumed. It stands for an extensive energy in which only the composition matters and the arrangement of the atoms does not. For clusters of fewer than \(k\) sites, the file gives only the parity result, `projection_meanField_parity`. The polynomial result is `projection_polynomial`, in which `a` is a sequence of real coefficients of which only `a 0` to `a k` enter.

For cluster expansions of alloys, the result means that in a finite binary system whose energy is \(N m^k\) with \(k \ge 2\), the \(k\)-site terms do not decay with distance, so a cutoff in cluster diameter that excludes some \(k\)-site clusters discards terms as large as the \(k\)-site terms it keeps. Reading projections as expansion coefficients, as the cutoff example does, relies on the orthonormality and completeness of the cluster functions, which the file does not prove.

```lean
import Mathlib

open Finset

namespace MeanFieldClusterExpansion

noncomputable section

/-- The value 1 or -1 of an Ising spin. -/
def spin (b : Bool) : ℝ := if b then 1 else -1

variable {ι : Type*}

/-- The cluster function of `S`: the product of the spins on the sites of `S`. -/
def clusterFn (S : Finset ι) (σ : ι → Bool) : ℝ := ∏ i ∈ S, spin (σ i)

/-- The sum of all spins of a configuration. -/
def totalSpin [Fintype ι] (σ : ι → Bool) : ℝ := ∑ i, spin (σ i)

/-- The mean spin of a configuration. -/
def meanSpin [Fintype ι] (σ : ι → Bool) : ℝ := totalSpin σ / (Fintype.card ι : ℝ)

variable [DecidableEq ι]

/-- The cluster `S` with site `i` removed if it was present and added if it was absent. -/
def toggle (i : ι) (S : Finset ι) : Finset ι := if i ∈ S then S.erase i else insert i S

/-- The projection of an energy `F` on the cluster `S`: the average over all configurations
of `F` times the cluster function. -/
def projection [Fintype ι] (F : (ι → Bool) → ℝ) (S : Finset ι) : ℝ :=
  (∑ σ : ι → Bool, F σ * clusterFn S σ) / 2 ^ Fintype.card ι

/-- Multiplying a cluster function by the spin of one site toggles that site in the cluster. -/
theorem spin_mul_clusterFn (i : ι) (S : Finset ι) (σ : ι → Bool) :
    spin (σ i) * clusterFn S σ = clusterFn (toggle i S) σ := by
  have hsq : spin (σ i) * spin (σ i) = 1 := by
    cases σ i <;> norm_num [spin]
  unfold toggle clusterFn
  by_cases h : i ∈ S
  · rw [if_pos h, ← Finset.mul_prod_erase S (fun j => spin (σ j)) h, ← mul_assoc, hsq, one_mul]
  · rw [if_neg h, Finset.prod_insert h]

omit [DecidableEq ι] in
private theorem card_toggle [DecidableEq ι] (i : ι) (S : Finset ι) :
    (i ∈ S ∧ (toggle i S).card + 1 = S.card) ∨
      (i ∉ S ∧ (toggle i S).card = S.card + 1) := by
  by_cases h : i ∈ S
  · left
    refine ⟨h, ?_⟩
    rw [toggle, if_pos h, Finset.card_erase_add_one h]
  · right
    refine ⟨h, ?_⟩
    rw [toggle, if_neg h, Finset.card_insert_of_notMem h]

variable [Fintype ι]

/-- The constant energy 1 has projection 1 on the empty cluster and 0 on every other. -/
theorem projection_one (S : Finset ι) :
    projection (fun _ => 1) S = if S = ∅ then 1 else 0 := by
  -- the sum over configurations factorises into one sum per site
  have key : ∑ σ : ι → Bool, ∏ i ∈ S, spin (σ i)
      = ∏ i : ι, ∑ b : Bool, (if i ∈ S then spin b else 1) := by
    rw [Finset.prod_univ_sum, Fintype.piFinset_univ]
    refine Finset.sum_congr rfl fun σ _ => ?_
    rw [Finset.prod_ite_mem, Finset.univ_inter]
  simp only [projection, clusterFn, one_mul]
  rw [key]
  rcases S.eq_empty_or_nonempty with rfl | ⟨j, hj⟩
  · simp
  · have hz : ∏ i : ι, ∑ b : Bool, (if i ∈ S then spin b else 1) = 0 :=
      Finset.prod_eq_zero (Finset.mem_univ j) (by simp [hj, spin])
    rw [hz, zero_div, if_neg (Finset.ne_empty_of_mem hj)]

/-- One more power of the total spin: the projection on `S` is the sum, over all sites,
of the projections of the lower power on `S` with that site toggled. -/
theorem projection_totalSpin_succ (k : ℕ) (S : Finset ι) :
    projection (fun σ => totalSpin σ ^ (k + 1)) S
      = ∑ i, projection (fun σ => totalSpin σ ^ k) (toggle i S) := by
  unfold projection
  rw [← Finset.sum_div, Finset.sum_comm]
  congr 1
  refine Finset.sum_congr rfl fun σ _ => ?_
  have hM : totalSpin σ = ∑ i, spin (σ i) := rfl
  simp_rw [← spin_mul_clusterFn]
  rw [← Finset.mul_sum, ← Finset.sum_mul, ← hM]
  ring

/-- The `k`-th power of the total spin has zero projection on clusters of more than `k` sites. -/
theorem projection_totalSpin_of_lt (k : ℕ) (S : Finset ι) (hS : k < S.card) :
    projection (fun σ => totalSpin σ ^ k) S = 0 := by
  induction k generalizing S with
  | zero =>
    simp only [pow_zero]
    rw [projection_one, if_neg (Finset.card_pos.mp hS).ne_empty]
  | succ k ih =>
    rw [projection_totalSpin_succ]
    refine Finset.sum_eq_zero fun i _ => ih _ ?_
    rcases card_toggle i S with ⟨_, h⟩ | ⟨_, h⟩ <;> omega

/-- The `k`-th power of the total spin has projection `k!` on every cluster of `k` sites. -/
theorem projection_totalSpin_of_eq (k : ℕ) (S : Finset ι) (hS : S.card = k) :
    projection (fun σ => totalSpin σ ^ k) S = (k.factorial : ℝ) := by
  induction k generalizing S with
  | zero =>
    simp only [pow_zero]
    rw [projection_one, if_pos (Finset.card_eq_zero.mp hS), Nat.factorial_zero, Nat.cast_one]
  | succ k ih =>
    -- only the sites of the cluster itself contribute
    have h : ∀ i ∈ (Finset.univ : Finset ι),
        projection (fun σ => totalSpin σ ^ k) (toggle i S)
          = if i ∈ S then (k.factorial : ℝ) else 0 := by
      intro i _
      rcases card_toggle i S with ⟨hi, hc⟩ | ⟨hi, hc⟩
      · rw [if_pos hi]
        exact ih _ (by omega)
      · rw [if_neg hi]
        exact projection_totalSpin_of_lt k _ (by omega)
    rw [projection_totalSpin_succ, Finset.sum_congr rfl h, Finset.sum_ite_mem,
      Finset.univ_inter, Finset.sum_const, hS, nsmul_eq_mul, Nat.factorial_succ, Nat.cast_mul]

private theorem projection_meanSpin (k : ℕ) (S : Finset ι) :
    projection (fun σ => (Fintype.card ι : ℝ) * meanSpin σ ^ k) S
      = (Fintype.card ι : ℝ) / (Fintype.card ι : ℝ) ^ k
        * projection (fun σ => totalSpin σ ^ k) S := by
  simp only [projection, meanSpin, div_pow]
  rw [← mul_div_assoc, Finset.mul_sum]
  congr 1
  refine Finset.sum_congr rfl fun σ _ => ?_
  ring

/-- For `k ≥ 1` the energy `N m^k` has projection `k!/N^(k-1)` on every cluster of `k` sites,
and zero on every larger cluster. -/
theorem projection_meanField (k : ℕ) (hk : 1 ≤ k) (S : Finset ι) :
    (S.card = k → projection (fun σ => (Fintype.card ι : ℝ) * meanSpin σ ^ k) S
      = (k.factorial : ℝ) / (Fintype.card ι : ℝ) ^ (k - 1)) ∧
    (k < S.card → projection (fun σ => (Fintype.card ι : ℝ) * meanSpin σ ^ k) S = 0) := by
  constructor
  · intro hS
    have hle := S.card_le_univ
    have hN : (Fintype.card ι : ℝ) ≠ 0 := Nat.cast_ne_zero.mpr (by omega)
    obtain ⟨n, rfl⟩ : ∃ n, k = n + 1 := ⟨k - 1, by omega⟩
    rw [projection_meanSpin, projection_totalSpin_of_eq _ S hS, Nat.add_sub_cancel, pow_succ]
    field_simp
  · intro hS
    rw [projection_meanSpin, projection_totalSpin_of_lt k S hS, mul_zero]

/-- The energy `N m^k` has zero projection on every cluster whose number of sites differs
in parity from `k`. -/
theorem projection_meanField_parity (k : ℕ) (S : Finset ι) (hS : Odd (S.card + k)) :
    projection (fun σ => (Fintype.card ι : ℝ) * meanSpin σ ^ k) S = 0 := by
  rw [projection_meanSpin]
  suffices h : projection (fun σ => totalSpin σ ^ k) S = 0 by rw [h, mul_zero]
  rw [Nat.odd_iff] at hS
  induction k generalizing S with
  | zero =>
    have hpos : 0 < S.card := by omega
    exact projection_totalSpin_of_lt 0 S hpos
  | succ k ih =>
    rw [projection_totalSpin_succ]
    refine Finset.sum_eq_zero fun i _ => ih _ ?_
    rcases card_toggle i S with ⟨_, h⟩ | ⟨_, h⟩ <;> omega

/-- If the energy per site is a polynomial in the mean spin with coefficients `a 0, ..., a k`,
`k ≥ 1`, its total energy has projection `a k * k!/N^(k-1)` on every cluster of `k` sites. -/
theorem projection_polynomial (a : ℕ → ℝ) (k : ℕ) (hk : 1 ≤ k) (S : Finset ι)
    (hS : S.card = k) :
    projection (fun σ => (Fintype.card ι : ℝ) * ∑ j ∈ range (k + 1), a j * meanSpin σ ^ j) S
      = a k * ((k.factorial : ℝ) / (Fintype.card ι : ℝ) ^ (k - 1)) := by
  -- the projection is linear in the energy
  have hlin : projection
      (fun σ => (Fintype.card ι : ℝ) * ∑ j ∈ range (k + 1), a j * meanSpin σ ^ j) S
      = ∑ j ∈ range (k + 1),
        a j * projection (fun σ => (Fintype.card ι : ℝ) * meanSpin σ ^ j) S := by
    simp only [projection, Finset.mul_sum, Finset.sum_mul, Finset.sum_div]
    rw [Finset.sum_comm]
    refine Finset.sum_congr rfl fun j _ => Finset.sum_congr rfl fun σ _ => ?_
    ring
  -- lower powers do not reach a cluster of `k` sites
  have hlow : ∑ j ∈ range k,
      a j * projection (fun σ => (Fintype.card ι : ℝ) * meanSpin σ ^ j) S = 0 := by
    refine Finset.sum_eq_zero fun j hj => ?_
    have hj' : j < S.card := by
      rw [hS]
      exact Finset.mem_range.mp hj
    rw [projection_meanSpin, projection_totalSpin_of_lt j S hj', mul_zero, mul_zero]
  rw [hlin, Finset.sum_range_succ, hlow, zero_add, (projection_meanField k hk S).1 hS]

end

end MeanFieldClusterExpansion
```

```lean
#print axioms MeanFieldClusterExpansion.projection_meanField
#print axioms MeanFieldClusterExpansion.projection_meanField_parity
#print axioms MeanFieldClusterExpansion.projection_polynomial
```

```
'MeanFieldClusterExpansion.projection_meanField' depends on axioms: [propext, Classical.choice, Quot.sound]
'MeanFieldClusterExpansion.projection_meanField_parity' depends on axioms: [propext, Classical.choice, Quot.sound]
'MeanFieldClusterExpansion.projection_polynomial' depends on axioms: [propext, Classical.choice, Quot.sound]
```

## How the recursion runs in Lean

`spin_mul_clusterFn` is the identity \(s_i\Phi_S=\Phi_{T_iS}\). It checks \(s_i^2=1\) for both Boolean values and then splits on whether `i ∈ S`. If so, `Finset.mul_prod_erase` takes the factor \(s_i\) out of the product; if not, `Finset.prod_insert` absorbs it. The companion lemma `card_toggle` records how the cluster size changes in each case, and `omega` later does the arithmetic with these sizes.

In `projection_one`, the step `key` is the factorisation over sites, obtained from `Finset.prod_univ_sum`. For a nonempty cluster, one site `j` in it supplies the factor \(1-1=0\), and `Finset.prod_eq_zero` makes the whole product vanish.

`projection_totalSpin_succ` is the recursion. It starts from the right-hand side, exchanges the sums over sites and configurations with `Finset.sum_comm`, and turns each toggled cluster function back into \(s_i\Phi_S\). The sum over \(i\) then gives the extra factor \(M\).

The two inductions are `projection_totalSpin_of_lt` and `projection_totalSpin_of_eq`. Both use `generalizing S`, since the induction hypothesis is needed for the toggled cluster and not for `S` itself. In the second, the statement `h` assigns \(k!\) to sites in the cluster and zero to all others, the latter by the first lemma. Summing a constant over the \(k+1\) sites of `S` and applying `Nat.factorial_succ` gives \((k+1)!\).

`projection_meanSpin` extracts the factor \(N/N^k\). The main theorem combines it with the two inductions: for \(|S|=k\) it derives \(N\neq0\) from the size of the cluster, writes \(k=n+1\), and lets `field_simp` cancel one power of \(N\).

`projection_meanField_parity` runs the same recursion with the parity of \(|S|+k\) as the preserved condition. In `projection_polynomial`, `hlin` is linearity and `hlow` removes the powers below \(k\), so that the main theorem evaluates the one remaining term.
